# Real extended-Lagrangian recurrences with zero-sum dissipation keep density matrices Hermitian of trace N, given starting and driving matrices of that kind

A: Let \(k\) and \(c_0,\dots,c_{m+1}\) be real with \(\sum_j c_j=0\), and let

\[
P_{n+1}=2P_n-P_{n-1}+k(D_n-P_n)+\sum_{j=0}^{m+1}c_jP_{n-j}\qquad(n\ge m+1).
\]

If the starting matrices \(P_0,\dots,P_{m+1}\) and all \(D_n\) are Hermitian of trace \(N\), then every \(P_n\) is Hermitian of trace \(N\).

Q: What physical problem does this address?

A: Born–Oppenheimer dynamics with Hartree–Fock or Kohn–Sham forces uses a self-consistent density matrix \(D_n\) at each nuclear geometry. The auxiliary matrix \(P_n\) supplies the initial guess, and it is propagated instead of being rebuilt. It should not lose or gain electrons on the way. In a finite orthonormal basis, the result says that the propagation itself causes no such drift, provided that the \(c_j\) sum to zero and that the starting matrices and every \(D_n\) have the right trace.

Q: And the constants?

A: The auxiliary matrix obeys \(\ddot P=\omega^2(D-P)\), an oscillator centred on \(D\). Verlet integration with time step \(\delta t\) gives the first terms, with \(k=\delta t^2\omega^2\), often written \(\kappa\). The \(c_j\) terms are a weak damping that removes accumulated numerical noise. Many texts write them as \(\alpha c_j\); here \(\alpha\) is absorbed into \(c_j\).

Q: Show me the derivation before any code.

A: Suppose that the matrices on the right are Hermitian of trace \(N\). Taking the adjoint leaves each matrix unchanged, and each coefficient too, because it is real. Hence \(P_{n+1}^\dagger=P_{n+1}\). For the trace,

\[
\operatorname{Tr}P_{n+1}=2N-N+k(N-N)+\sum_j c_jN=\Bigl(1+\sum_j c_j\Bigr)N=N.
\]

The starting matrices have both properties, and each later matrix depends only on earlier ones and on a \(D_n\). Strong induction on the index finishes the argument.

Q: How does the recurrence look in Lean?

A: The finite type `ι` labels the basis functions, and density matrices are complex matrices indexed by it.

```lean
import Mathlib

open Matrix

namespace ExtendedLagrangianDensity

variable {ι : Type*} [Fintype ι] [DecidableEq ι] {m : ℕ}
```

A: One update takes the driving matrix `D` and a window `W` of past matrices, where `W j` lies `j` steps back. Thus `W 0` is \(P_n\) and `W 1` is \(P_{n-1}\).

```lean
/-- One step of the extended-Lagrangian recurrence with coupling `k` and dissipation
coefficients `c`. `W j` is the auxiliary density matrix `j` steps before the present one,
and `D` is the density matrix that drives the step. -/
noncomputable def xlStep (k : ℝ) (c : Fin (m + 2) → ℝ) (D : Matrix ι ι ℂ)
    (W : Fin (m + 2) → Matrix ι ι ℂ) : Matrix ι ι ℂ :=
  (2 : ℝ) • W 0 - W 1 + k • (D - W 0) + ∑ j, c j • W j
```

Q: Subtraction of natural numbers stops at zero in Lean. Could the window reach back before the start and silently repeat \(P_0\)?

A: No. The rule first applies when `m + 2` starting matrices exist. Lean's `n + m + 1` is the present index, called \(n\) in my formula, and `j` is at most `m + 1`, so the subtraction is always the ordinary one.

```lean
/-- The sequence `P` follows the recurrence driven by the sequence `D`; the matrices
`P 0, ..., P (m + 1)` are the starting matrices. -/
def IsTrajectory (k : ℝ) (c : Fin (m + 2) → ℝ) (D P : ℕ → Matrix ι ι ℂ) : Prop :=
  ∀ n, P (n + m + 2) = xlStep k c (D (n + m + 1)) (fun j => P (n + m + 1 - (j : ℕ)))
```

Q: Where does the reality of the coefficients enter?

A: In the types: `k` and `c` are real. The next proof distributes the conjugate transpose over the update, and `star_trivial` says that conjugation leaves a real number alone.

```lean
omit [Fintype ι] [DecidableEq ι] in
/-- A step with real coefficients turns Hermitian matrices into a Hermitian matrix. -/
theorem xlStep_isHermitian (k : ℝ) (c : Fin (m + 2) → ℝ) {D : Matrix ι ι ℂ}
    {W : Fin (m + 2) → Matrix ι ι ℂ} (hD : D.IsHermitian) (hW : ∀ j, (W j).IsHermitian) :
    (xlStep k c D W).IsHermitian := by
  have hD' : Dᴴ = D := hD
  have hW' : ∀ j, (W j)ᴴ = W j := hW
  change (xlStep k c D W)ᴴ = xlStep k c D W
  simp only [xlStep, conjTranspose_add, conjTranspose_sub, conjTranspose_smul,
    conjTranspose_sum, star_trivial, hD', hW']
```

A: The trace calculation is done for \(\operatorname{Tr}(XS)\), where \(S\) is any fixed matrix. With \(S\) the overlap matrix, this counts electrons in a non-orthogonal basis. The `simp only` call uses linearity, `Finset.sum_smul` collects the dissipation coefficients, and `ring` cancels the driving term.

```lean
omit [DecidableEq ι] in
/-- If `Tr(X S) = N` for the driving matrix and for all past matrices, then the new matrix
has `Tr(X S) = (1 + ∑ c) N`. -/
theorem xlStep_trace_mul (k : ℝ) (c : Fin (m + 2) → ℝ) (S : Matrix ι ι ℂ) {N : ℂ}
    {D : Matrix ι ι ℂ} {W : Fin (m + 2) → Matrix ι ι ℂ}
    (hD : (D * S).trace = N) (hW : ∀ j, (W j * S).trace = N) :
    (xlStep k c D W * S).trace = ((1 + ∑ j, c j : ℝ) : ℂ) * N := by
  simp only [xlStep, Matrix.add_mul, Matrix.sub_mul, Matrix.smul_mul, Matrix.sum_mul,
    trace_add, trace_sub, trace_smul, trace_sum, hD, hW]
  -- the driving term cancels, and the dissipation adds the sum of its coefficients
  rw [← Finset.sum_smul]
  simp only [Complex.real_smul]
  push_cast
  ring
```

Q: That is one step. What about the trajectory?

A: The induction is stated for any property `Q` of matrices that a step preserves. Below `m + 2` the starting assumption applies. Above it, the proof rewrites the matrix by the recurrence and uses the induction hypothesis for the whole window.

```lean
omit [Fintype ι] [DecidableEq ι] in
/-- A property of density matrices holds along the whole trajectory if the starting matrices
have it, each step preserves it, and `D n` has it whenever `P n` does. -/
theorem trajectory_invariant {k : ℝ} {c : Fin (m + 2) → ℝ} {D P : ℕ → Matrix ι ι ℂ}
    (hP : IsTrajectory k c D P) (Q : Matrix ι ι ℂ → Prop)
    (h0 : ∀ n < m + 2, Q (P n)) (hD : ∀ n, Q (P n) → Q (D n))
    (hstep : ∀ (X : Matrix ι ι ℂ) (W : Fin (m + 2) → Matrix ι ι ℂ),
      Q X → (∀ j, Q (W j)) → Q (xlStep k c X W)) :
    ∀ n, Q (P n) := by
  intro n
  induction n using Nat.strong_induction_on with
  | _ n ih =>
    by_cases hn : n < m + 2
    · exact h0 n hn
    · -- beyond the starting window, the recurrence applies
      obtain ⟨l, rfl⟩ : ∃ l, n = l + m + 2 := ⟨n - (m + 2), by omega⟩
      rw [hP l]
      exact hstep _ _ (hD _ (ih _ (by omega))) (fun j => ih _ (by omega))
```

Q: In a simulation \(D_n\) is computed from \(P_n\). It isn't handed to you.

A: One theorem treats that feedback, \(D_n=F(P_n)\). The map \(F\) has to return a Hermitian matrix with the right \(\operatorname{Tr}(XS)\) only when it receives one. Here \(F\) and \(S\) are the same at all steps, which corresponds to frozen nuclei.

```lean
omit [DecidableEq ι] in
/-- Self-consistent driving `D n = F (P n)` in a basis with overlap matrix `S`: if the
dissipation coefficients sum to zero, and `F` maps Hermitian matrices with `Tr(X S) = N` to
such matrices, then starting matrices of this kind give only matrices of this kind. -/
theorem feedback_hermitian_trace {k : ℝ} {c : Fin (m + 2) → ℝ} (hc : ∑ j, c j = 0)
    (S : Matrix ι ι ℂ) (N : ℝ) (F : Matrix ι ι ℂ → Matrix ι ι ℂ) {P : ℕ → Matrix ι ι ℂ}
    (hP : IsTrajectory k c (fun n => F (P n)) P)
    (hF : ∀ X : Matrix ι ι ℂ, X.IsHermitian ∧ (X * S).trace = N →
      (F X).IsHermitian ∧ (F X * S).trace = N)
    (h0 : ∀ n < m + 2, (P n).IsHermitian ∧ (P n * S).trace = N) :
    ∀ n, (P n).IsHermitian ∧ (P n * S).trace = N := by
  refine trajectory_invariant hP (fun X => X.IsHermitian ∧ (X * S).trace = N) h0
    (fun n h => hF _ h) ?_
  intro X W hX hW
  refine ⟨xlStep_isHermitian k c hX.1 (fun j => (hW j).1), ?_⟩
  rw [xlStep_trace_mul k c S hX.2 (fun j => (hW j).2), hc]
  simp
```

Q: My nuclei move.

A: Then use the main theorem, where `D` is an arbitrary sequence and may come from a different geometry at each step. Its proof takes the trace formula at \(S=1\) and feeds it, with Hermiticity, into the induction.

```lean
omit [DecidableEq ι] in
/-- If the dissipation coefficients sum to zero, and the starting matrices and all driving
matrices `D n` are Hermitian of trace `N`, then every `P n` is Hermitian of trace `N`. -/
theorem hermitian_trace_conserved {k : ℝ} {c : Fin (m + 2) → ℝ} (hc : ∑ j, c j = 0)
    (N : ℝ) {D P : ℕ → Matrix ι ι ℂ} (hP : IsTrajectory k c D P)
    (hD : ∀ n, (D n).IsHermitian ∧ (D n).trace = N)
    (h0 : ∀ n < m + 2, (P n).IsHermitian ∧ (P n).trace = N) :
    ∀ n, (P n).IsHermitian ∧ (P n).trace = N := by
  classical
  refine trajectory_invariant hP (fun X => X.IsHermitian ∧ X.trace = N) h0
    (fun n _ => hD n) ?_
  intro X W hX hW
  refine ⟨xlStep_isHermitian k c hX.1 (fun j => (hW j).1), ?_⟩
  -- the trace is the case of unit overlap
  have h := xlStep_trace_mul k c (1 : Matrix ι ι ℂ) (N := (N : ℂ)) (D := X) (W := W)
    (by rw [Matrix.mul_one]; exact hX.2) (fun j => by rw [Matrix.mul_one]; exact (hW j).2)
  rw [Matrix.mul_one, hc] at h
  rw [h]
  simp
```

Q: So what is left for me to justify?

A: That the starting matrices and every \(D_n\) are Hermitian of trace \(N\), and that this trace counts the electrons. For density matrices summed over spin, an orthonormal representation at every step ensures the second point; the overlap matrix of atom-centred functions is generally not the identity, and it changes as the atoms move. If \(D_n\) is instead the projector onto doubly occupied spatial orbitals, \(N\) is the number of electron pairs.

Q: What does the step look like in an actual calculation?

A: Take \(m=2\) and \(c=\alpha(-2,3,0,-1)\), which sums to zero. Four matrices \(P_n,\dots,P_{n-3}\) are in memory, in an orthonormalised basis. The self-consistency cycle starts from \(P_n\) and returns \(D_n\), from which the forces are computed. The program then forms

\[
P_{n+1}=2P_n-P_{n-1}+k(D_n-P_n)+\alpha(-2P_n+3P_{n-1}-P_{n-3}),
\]

writes it over \(P_{n-3}\), moves the nuclei, and starts the next cycle from \(P_{n+1}\). The update needs only additions and scalings of matrices.

Q: Is the zero sum really needed, or merely convenient?

A: If the driving matrix and the whole window have the same trace \(N\ne0\), the new trace is \(N\) exactly when the sum vanishes. The proof cancels \(N\) from \((1+\sum_j c_j)N=N\). For \(N=0\) the new trace is zero whatever the sum.

```lean
omit [DecidableEq ι] in
/-- When the driving matrix and all past matrices have the same nonzero trace `N`, the new
matrix has trace `N` exactly if the dissipation coefficients sum to zero. -/
theorem xlStep_trace_eq_iff (k : ℝ) (c : Fin (m + 2) → ℝ) {N : ℂ} (hN : N ≠ 0)
    {D : Matrix ι ι ℂ} {W : Fin (m + 2) → Matrix ι ι ℂ}
    (hD : D.trace = N) (hW : ∀ j, (W j).trace = N) :
    (xlStep k c D W).trace = N ↔ ∑ j, c j = 0 := by
  classical
  have h := xlStep_trace_mul k c (1 : Matrix ι ι ℂ) (N := N) (D := D) (W := W)
    (by rw [Matrix.mul_one]; exact hD) (fun j => by rw [Matrix.mul_one]; exact hW j)
  rw [Matrix.mul_one] at h
  rw [h]
  constructor
  · intro e
    have h1 : ((1 + ∑ j, c j : ℝ) : ℂ) = 1 := mul_right_cancel₀ hN (by rw [e, one_mul])
    have h2 : 1 + ∑ j, c j = 1 :=
      Complex.ofReal_injective (by rw [h1, Complex.ofReal_one])
    linarith
  · intro e
    rw [e]
    simp
```

Q: Then \(P_n\) is a proper density matrix, and I can treat it as a projector?

A: No, idempotency can be lost in a single step. Take two levels, with every past matrix equal to \(\operatorname{diag}(1,0)\) and the driving matrix equal to \(\operatorname{diag}(0,1)\). With zero-sum dissipation the new matrix is

\[
\operatorname{diag}(1,0)+k\,\operatorname{diag}(-1,1)=\operatorname{diag}(1-k,\,k).
\]

It is idempotent only if \(k^2=k\), that is, for \(k=0\) or \(k=1\). At \(k=1.5\) the occupations are \(-0.5\) and \(1.5\), although the trace is still 1. The Lean proof computes this diagonal matrix first, reads \(k^2=k\) from its lower right entry, and checks the two exceptional values directly.

```lean
/-- Idempotency is not inherited: with dissipation coefficients summing to zero, a two-level
system at rest in one level and driven by the projector on the other level moves to an
idempotent matrix only for `k = 0` or `k = 1`, and for these it does. -/
theorem xlStep_idempotent_iff (k : ℝ) (c : Fin (m + 2) → ℝ) (hc : ∑ j, c j = 0) :
    IsIdempotentElem (xlStep k c (!![0, 0; 0, 1] : Matrix (Fin 2) (Fin 2) ℂ)
      (fun _ => !![1, 0; 0, 0])) ↔ k = 0 ∨ k = 1 := by
  -- the new matrix is diagonal with occupations 1 - k and k
  have hX : xlStep k c (!![0, 0; 0, 1] : Matrix (Fin 2) (Fin 2) ℂ)
      (fun _ => !![1, 0; 0, 0]) = !![1 - (k : ℂ), 0; 0, (k : ℂ)] := by
    simp only [xlStep, ← Finset.sum_smul, hc, zero_smul]
    ext i j
    fin_cases i <;> fin_cases j <;> simp
    ring
  rw [hX]
  constructor
  · intro h
    have h11 := congrFun (congrFun h.eq 1) 1
    have h1 : (k : ℂ) * k = k := by
      simpa [Matrix.mul_apply, Fin.sum_univ_succ] using h11
    have h2 : k * k = k := by exact_mod_cast h1
    have h3 : k * (k - 1) = 0 := by linarith
    rcases mul_eq_zero.mp h3 with h4 | h4
    · exact Or.inl h4
    · exact Or.inr (by linarith)
  · rintro (h | h) <;> subst h <;> change _ * _ = _ <;> ext i j <;>
      fin_cases i <;> fin_cases j <;> simp [Matrix.mul_apply, Fin.sum_univ_succ]

end ExtendedLagrangianDensity
```

```lean
#print axioms ExtendedLagrangianDensity.feedback_hermitian_trace
#print axioms ExtendedLagrangianDensity.hermitian_trace_conserved
#print axioms ExtendedLagrangianDensity.xlStep_trace_eq_iff
#print axioms ExtendedLagrangianDensity.xlStep_idempotent_iff
```

```
'ExtendedLagrangianDensity.feedback_hermitian_trace' depends on axioms: [propext, Classical.choice, Quot.sound]
'ExtendedLagrangianDensity.hermitian_trace_conserved' depends on axioms: [propext, Classical.choice, Quot.sound]
'ExtendedLagrangianDensity.xlStep_trace_eq_iff' depends on axioms: [propext, Classical.choice, Quot.sound]
'ExtendedLagrangianDensity.xlStep_idempotent_iff' depends on axioms: [propext, Classical.choice, Quot.sound]
```
